# Averaging over the thermal window at positive temperature is integrating over energy against −∂f/∂ε

For non-interacting fermions at chemical potential μ and temperature T > 0, in units where Boltzmann's constant is 1, the Fermi function f(ε) = 1/(exp((ε − μ)/T) + 1) gives the mean occupation of a level of energy ε. The lemma says that the integral of H(μ + Tx) · exp x/(exp x + 1)² over all real x equals the integral of H(ε) · (−∂f/∂ε) over all real ε. Here H is any real function of energy, with no integrability assumed, since Lean gives the integral of a non-integrable function the value 0; μ and T are held fixed. The attempt finds ∂f/∂ε by the chain rule, then passes from one integral to the other by shifting the energy by μ and rescaling it by T.

In Lean, a first try:

```lean
import Mathlib

open MeasureTheory Filter Set Topology

namespace SommerfeldExpansion

noncomputable section

/-- The Fermi function of the reduced energy `x = (ε - μ) / T`. -/
def fermi (x : ℝ) : ℝ := (Real.exp x + 1)⁻¹

/-- The thermal window `exp x / (exp x + 1)^2`. -/
def window (x : ℝ) : ℝ := Real.exp x / (Real.exp x + 1) ^ 2

/-- The average of `H` over the thermal window of width `T` around `μ`. -/
def thermalAverage (H : ℝ → ℝ) (μ T : ℝ) : ℝ := ∫ x, H (μ + T * x) * window x

/-- The thermal window is minus the derivative of the Fermi function. -/
theorem hasDerivAt_fermi (x : ℝ) : HasDerivAt fermi (-window x) x := by
  have h := ((Real.hasDerivAt_exp x).add_const 1).inv
    (ne_of_gt (by positivity : (0 : ℝ) < Real.exp x + 1))
  refine h.congr_deriv ?_
  unfold window
  ring

/-- At positive temperature the thermal average is the energy integral of `H` against
minus the energy derivative of the Fermi function. -/
theorem thermalAverage_eq_energy_integral (H : ℝ → ℝ) (μ : ℝ) {T : ℝ} (hT : 0 < T) :
    thermalAverage H μ T = ∫ ε, H ε * -deriv (fun e => fermi ((e - μ) / T)) ε := by
  let g : ℝ → ℝ := fun ε => H ε * (window ((ε - μ) / T) / T)
  have e : ∀ ε, H ε * -deriv (fun e => fermi ((e - μ) / T)) ε = g ε := by
    intro ε
    have hd : deriv (fun e => fermi ((e - μ) / T)) ε = -window ((ε - μ) / T) * (1 / T) :=
      ((hasDerivAt_fermi ((ε - μ) / T)).comp ε
        (((hasDerivAt_id' ε).sub_const μ).div_const T)).deriv
    rw [hd]
    simp only [g]
    ring
  rw [integral_congr_ae (ae_of_all _ e)]
  -- shift the energy by `μ` and rescale it by `T`
  have h1 : ∫ y, g (μ + y) = ∫ y, g y := integral_add_left_eq_self g μ
  have h2 := Measure.integral_comp_mul_left (fun y => g (μ + y)) T
  have h3 : ∫ x, g (μ + T * x) = T⁻¹ * thermalAverage H μ T := by
    rw [thermalAverage, ← integral_const_mul]
    congr 1
    funext x
    change H (μ + T * x) * (window ((μ + T * x - μ) / T) / T) = _
    rw [add_sub_cancel_left, mul_div_cancel_left₀ _ hT.ne']
    ring
  have h4 : T⁻¹ * thermalAverage H μ T = T⁻¹ * ∫ y, g (μ + y) :=
    h3.symm.trans (h2.trans (by rw [abs_of_pos (inv_pos.2 hT), smul_eq_mul]))
  exact (mul_left_cancel₀ (inv_ne_zero hT.ne') h4).trans h1

end

end SommerfeldExpansion
```

The error:

```
Main.lean:34:6: error: Type mismatch
  HasDerivAt.deriv (HasDerivAt.comp ε ?m.136 (HasDerivAt.div_const (HasDerivAt.sub_const μ (hasDerivAt_id' ε)) T))
has type
  deriv (?m.133 ∘ fun x => (x - μ) / T) ε = ?m.135 * (1 / T)
but is expected to have type
  deriv (fun e => fermi ((e - μ) / T)) ε = -window ((ε - μ) / T) * (1 / T)
```

What went wrong. The error is in the chain-rule step. `HasDerivAt.comp` speaks of a composition written with `∘`, while `hd` asks for the derivative of `fun e => fermi ((e - μ) / T)`. In the message the inner function is known, but the outer function and its derivative are still the placeholders `?m.133` and `?m.135`, and `?m.136` stands where the proof from `hasDerivAt_fermi` should be. So Lean was matching the two forms before it had used the fact that the outer function is `fermi`, and the match failed.

The repair builds the composition first, as `hc`, with no stated type to match. `hasDerivAt_fermi` then settles the outer function, and `exact hc` only has to see that `fermi ∘ fun e => (e - μ) / T` and `fun e => fermi ((e - μ) / T)` are the same by definition. Since `hd` is now a `HasDerivAt` statement, the rewrite uses `hd.deriv`. Naming the inner derivative `hl` is tidying, as the message shows that Lean had already worked that part out.

The change, after which it compiles:

```diff
@@ -31,8 +31,11 @@
   have e : ∀ ε, H ε * -deriv (fun e => fermi ((e - μ) / T)) ε = g ε := by
     intro ε
-    have hd : deriv (fun e => fermi ((e - μ) / T)) ε = -window ((ε - μ) / T) * (1 / T) :=
-      ((hasDerivAt_fermi ((ε - μ) / T)).comp ε
-        (((hasDerivAt_id' ε).sub_const μ).div_const T)).deriv
-    rw [hd]
+    have hl : HasDerivAt (fun e => (e - μ) / T) (1 / T) ε :=
+      ((hasDerivAt_id' ε).sub_const μ).div_const T
+    have hd : HasDerivAt (fun e => fermi ((e - μ) / T))
+        (-window ((ε - μ) / T) * (1 / T)) ε := by
+      have hc := (hasDerivAt_fermi ((ε - μ) / T)).comp ε hl
+      exact hc
+    rw [hd.deriv]
     simp only [g]
     ring
```
